# The BTK formula for Andreev reflection below the gap

An electron that passes a barrier in front of a superconductor can bounce many times between the two before anything leaves the junction. If these bounces are added as probabilities, the result is wrong at almost every energy. Let the barrier lie directly at the superconductor, transmit with probability \(T\) and reflect with \(R=1-T\), and let each visit to the superconductor turn an electron into a hole or back. The incoherent sum for a hole coming out is

\[ T^2(1+R^2+R^4+\dots)=\frac{T^2}{1-R^2}=\frac{T}{1+R}, \]

which is \(1/3\) at every energy in the gap when \(T=1/2\). Adding amplitudes gives \(1/9\) at the centre of the gap and \(1\) at its edge. The Blonder–Tinkham–Klapwijk (BTK) formula gives the coherent answer, derived here for energies up to the gap edge.

```lean
import Mathlib

open ComplexConjugate

namespace BTKSubgap

noncomputable section
```

## Barrier and superconductor as scattering amplitudes

The real number \(Z\) measures the strength of a delta barrier: for a potential \(H\delta(x)\) and Fermi velocity \(v_F\), \(Z=H/\hbar v_F\). Its transmission probability is \(T=1/(1+Z^2)\).

```lean
/-- Transmission probability of a delta barrier of dimensionless strength `Z`. -/
def transmission (Z : ℝ) : ℝ := 1 / (1 + Z ^ 2)
```

The remainder is reflected, \(R=1-T\).

```lean
/-- Reflection probability of the barrier. -/
def reflection (Z : ℝ) : ℝ := 1 - transmission Z
```

The electron transmission amplitude is \(t=1/(1+iZ)\), the same from both sides.

```lean
/-- Electron transmission amplitude of the delta barrier. -/
def tBar (Z : ℝ) : ℂ := 1 / (1 + Complex.I * Z)
```

The reflection amplitude is \(r=-iZ/(1+iZ)\). Both amplitudes enter as definitions; the Schrödinger equation is not solved here.

```lean
/-- Electron reflection amplitude of the delta barrier. -/
def rBar (Z : ℝ) : ℂ := -(Complex.I * Z) / (1 + Complex.I * Z)
```

Let \(e\) be the energy measured from the Fermi level in units of the gap. An ideal interface with a constant pair potential converts an electron into a hole, or a hole into an electron, with the factor

\[ a=e-i\sqrt{1-e^2}. \]

This factor is postulated. It stands for matching to evanescent waves in the superconductor, with the superconducting phase set to zero so that both conversions share the same \(a\).

```lean
/-- Andreev reflection factor of an ideal interface at energy `e` in units of the gap, for `|e| ≤
1`; outside this range the formula has no physical meaning. -/
def andreevPhase (e : ℝ) : ℂ := e - Complex.I * (√(1 - e ^ 2) : ℝ)
```

The expected Andreev amplitude is \(Ta/(1-Ra^2)\), whose denominator sums the repeated round trips.

```lean
/-- Andreev reflection amplitude of the junction with barrier, for energies `|e| ≤ 1`. -/
def andreevAmplitude (Z e : ℝ) : ℂ :=
  transmission Z * andreevPhase e / (1 - reflection Z * andreevPhase e ^ 2)
```

Its squared modulus will turn out to be \(1/D\), with

\[ D=e^2+(1-e^2)(1+2Z^2)^2. \]

```lean
/-- The denominator of the BTK subgap formula. -/
def btkDen (Z e : ℝ) : ℝ := e ^ 2 + (1 - e ^ 2) * (1 + 2 * Z ^ 2) ^ 2
```

The distance between barrier and superconductor is taken to be so short that no phase is gained on the way. Now send in an electron of amplitude one. Between barrier and superconductor, \(e_p,h_p\) are the electron and hole amplitudes moving towards the superconductor, and \(e_m,h_m\) those moving away. The amplitudes returned to the lead are \(r_N\) for an electron and \(r_A\) for a hole. With a bar for complex conjugation,

\[ e_p=t+re_m,\quad h_p=\bar r h_m,\quad h_m=ae_p,\quad e_m=ah_p, \]
\[ r_N=r+te_m,\quad r_A=\bar t h_m. \]

Holes see the conjugate barrier amplitudes, and the energy dependence of \(t\) and \(r\) is neglected. Electrons and holes then have equal speeds, so squared moduli are probabilities. `IsScatteringState` is the statement that six complex numbers satisfy these equations.

```lean
/-- Matching equations for an electron of unit amplitude sent at the junction, physically meaningful
for energies `|e| ≤ 1`. Between barrier and superconductor, `ep`, `hp` are the electron and hole
moving towards the superconductor and `em`, `hm` those moving away; `rN`, `rA` are the electron and
hole sent back into the lead. -/
structure IsScatteringState (Z e : ℝ) (ep em hp hm rN rA : ℂ) : Prop where
  electron_in : ep = tBar Z + rBar Z * em
  hole_in : hp = conj (rBar Z) * hm
  electron_to_hole : hm = andreevPhase e * ep
  hole_to_electron : em = andreevPhase e * hp
  normal_out : rN = rBar Z + tBar Z * em
  andreev_out : rA = conj (tBar Z) * hm
```

## Unitarity of the barrier

Multiplying out the amplitudes gives

\[ |t|^2=\frac1{1+Z^2}=T,\qquad |r|^2=\frac{Z^2}{1+Z^2}=R,\qquad t\bar r+r\bar t=\frac{iZ-iZ}{1+Z^2}=0. \]

The proof uses continuity of the wave function, \(r=t-1\), together with \(t+\bar t=2|t|^2\). Expanding \(|t-1|^2\) then gives \(R\), and the cross relation becomes \(2|t|^2-(t+\bar t)=0\). The `linear_combination` steps multiply the defining equations by suitable factors and add them.

```lean
/-- The barrier amplitudes have squared moduli `T` and `R` and obey the cross relation
of a unitary scattering matrix. -/
theorem barrier_unitary (Z : ℝ) :
    tBar Z * conj (tBar Z) = transmission Z ∧ rBar Z * conj (rBar Z) = reflection Z ∧
      tBar Z * conj (rBar Z) + rBar Z * conj (tBar Z) = 0 := by
  have hne : (1 + Complex.I * Z : ℂ) ≠ 0 := by
    intro h
    have := congrArg Complex.re h
    simp at this
  have h1 : tBar Z * (1 + Complex.I * Z) = 1 := div_mul_cancel₀ _ hne
  have h3 : rBar Z * (1 + Complex.I * Z) = -(Complex.I * Z) := div_mul_cancel₀ _ hne
  have h2 := congrArg conj h1
  simp only [map_mul, map_add, map_one, Complex.conj_I, Complex.conj_ofReal] at h2
  -- continuity of the wave function at the barrier
  have hr : rBar Z = tBar Z - 1 := mul_right_cancel₀ hne (by linear_combination h3 - h1)
  have hT : (transmission Z : ℂ) * (1 + (Z : ℂ) ^ 2) = 1 := by
    have h : transmission Z * (1 + Z ^ 2) = 1 := div_mul_cancel₀ _ (by positivity)
    exact_mod_cast h
  have hZ : tBar Z * conj (tBar Z) * (1 + (Z : ℂ) ^ 2) = 1 := by
    linear_combination conj (tBar Z) * (1 - Complex.I * Z) * h1 + h2
      + tBar Z * conj (tBar Z) * (Z : ℂ) ^ 2 * Complex.I_sq
  have htt : tBar Z * conj (tBar Z) = transmission Z := by
    linear_combination (transmission Z : ℂ) * hZ - tBar Z * conj (tBar Z) * hT
  have hsum : tBar Z + conj (tBar Z) = 2 * (tBar Z * conj (tBar Z)) := by
    linear_combination -tBar Z * h2 - conj (tBar Z) * h1
  have hR : (reflection Z : ℂ) = 1 - transmission Z := by
    unfold reflection
    push_cast
    ring
  refine ⟨htt, ?_, ?_⟩
  · rw [hr, map_sub, map_one, hR]
    linear_combination -htt - hsum
  · rw [hr, map_sub, map_one]
    linear_combination -hsum
```

## Interference in the round trip

For \(|e|\le1\) the number under the square root is nonnegative.

```lean
lemma gap_nonneg {e : ℝ} (he : |e| ≤ 1) : 0 ≤ 1 - e ^ 2 := by
  obtain ⟨h1, h2⟩ := abs_le.1 he
  nlinarith
```

Write \(s=\sqrt{1-e^2}\), so \(s^2=1-e^2\). For any real \(\rho\),

\[ |\rho a|^2=\rho^2(e^2+s^2)=\rho^2. \]

In Lean the root is replaced by a variable `s` that is known only through its square, and the real and imaginary parts are expanded.

```lean
/-- Below the gap the Andreev factor has unit modulus, so scaling it by a real `ρ` gives
squared modulus `ρ ^ 2`. -/
theorem norm_scaled_phase {e : ℝ} (he : |e| ≤ 1) (ρ : ℝ) :
    ‖(ρ : ℂ) * andreevPhase e‖ ^ 2 = ρ ^ 2 := by
  have hs := Real.sq_sqrt (gap_nonneg he)
  unfold andreevPhase
  generalize √(1 - e ^ 2) = s at hs ⊢
  rw [Complex.sq_norm, Complex.normSq_apply]
  simp
  linear_combination ρ ^ 2 * hs
```

Since \(\operatorname{Re}a^2=e^2-s^2=2e^2-1\) and \(|a^2|=1\),

\[ |1-\rho a^2|^2=1-2\rho(2e^2-1)+\rho^2=(1-\rho)^2+4\rho(1-e^2). \]

The second term carries the energy dependence that the incoherent sum misses.

```lean
/-- For `|e| ≤ 1`, the squared modulus of the multiple-reflection denominator with a real round-trip
weight `ρ`. -/
theorem norm_round_trip {e : ℝ} (he : |e| ≤ 1) (ρ : ℝ) :
    ‖1 - (ρ : ℂ) * andreevPhase e ^ 2‖ ^ 2 = (1 - ρ) ^ 2 + 4 * ρ * (1 - e ^ 2) := by
  have hs := Real.sq_sqrt (gap_nonneg he)
  unfold andreevPhase
  generalize √(1 - e ^ 2) = s at hs ⊢
  rw [Complex.sq_norm, Complex.normSq_apply]
  simp [pow_two]
  linear_combination (2 * ρ + ρ ^ 2 * (e ^ 2 + s ^ 2 + 1)) * hs
```

Put \(\rho=R\). Because \(TZ^2=1-T\), we have \(T(1+2Z^2)=2-T\), and therefore

\[ T^2D=T^2e^2+(1-e^2)(2-T)^2. \]

With \((2-T)^2=T^2+4(1-T)\) this becomes

\[ T^2D=T^2+4R(1-e^2)=|1-Ra^2|^2. \]

The Lean proof rewrites both moduli by the two preceding results and uses the same relation `hZ` between \(T\) and \(Z\).

```lean
/-- For `|e| ≤ 1`, the squared modulus of the numerator of the Andreev amplitude times `btkDen`
equals the squared modulus of its denominator. -/
theorem btk_identity (Z : ℝ) {e : ℝ} (he : |e| ≤ 1) :
    ‖(transmission Z : ℂ) * andreevPhase e‖ ^ 2 * btkDen Z e =
      ‖1 - (reflection Z : ℂ) * andreevPhase e ^ 2‖ ^ 2 := by
  rw [norm_scaled_phase he, norm_round_trip he]
  have hT : transmission Z * (1 + Z ^ 2) = 1 := div_mul_cancel₀ _ (by positivity)
  unfold reflection btkDen
  generalize transmission Z = T at hT ⊢
  -- both sides are polynomials in T and Z, related by T (1 + Z²) = 1
  have hZ : T * Z ^ 2 = 1 - T := by linear_combination hT
  linear_combination (1 - e ^ 2) * (4 * T + 4 * (T * Z ^ 2 + 1 - T)) * hZ
```

The denominator of the formula is positive, since

\[ D=1+4(1-e^2)Z^2(1+Z^2)\ge1. \]

```lean
lemma btkDen_pos (Z : ℝ) {e : ℝ} (he : |e| ≤ 1) : 0 < btkDen Z e := by
  have h : 0 ≤ (1 - e ^ 2) * (Z ^ 2 * (1 + Z ^ 2)) :=
    mul_nonneg (gap_nonneg he) (by positivity)
  unfold btkDen
  nlinarith [h]
```

If \(1-Ra^2\) vanished, the identity would give \(T^2D=0\), although \(T>0\) and \(D>0\). The round-trip sum therefore has no pole at any subgap energy.

```lean
lemma round_trip_ne_zero (Z : ℝ) {e : ℝ} (he : |e| ≤ 1) :
    1 - (reflection Z : ℂ) * andreevPhase e ^ 2 ≠ 0 := by
  intro h
  have hid := btk_identity Z he
  rw [h, norm_scaled_phase he, norm_zero] at hid
  have hT : 0 < transmission Z := by unfold transmission; positivity
  have := mul_pos (pow_pos hT 2) (btkDen_pos Z he)
  norm_num at hid
  rcases hid with h0 | h0
  · exact hT.ne' h0
  · exact (btkDen_pos Z he).ne' h0
```

## Solving the matching equations

Following one round trip gives \(e_m=a^2\bar r e_p\). Inserting this in the first matching equation,

\[ e_p=t+Ra^2e_p,\qquad e_p=\frac{t}{1-Ra^2}. \]

The hole that leaves has amplitude

\[ r_A=\bar t a e_p=\frac{Ta}{1-Ra^2}. \]

For the electron, the cross relation gives \(t^2\bar r=-rT\), so

\[ r_N=r+\frac{t^2\bar r a^2}{1-Ra^2}
=\frac{r\bigl(1-(R+T)a^2\bigr)}{1-Ra^2}
=\frac{r(1-a^2)}{1-Ra^2}. \]

In the proof, `hem` is the round trip and `hep` the equation for \(e_p\); `eq_div_iff` clears the nonzero denominator, and the two final combinations prove the resulting equations.

```lean
/-- For `|e| ≤ 1`, the matching equations fix both outgoing amplitudes of the junction. -/
theorem outgoing_amplitudes {Z e : ℝ} (he : |e| ≤ 1) {ep em hp hm rN rA : ℂ}
    (h : IsScatteringState Z e ep em hp hm rN rA) :
    rA = andreevAmplitude Z e ∧
      rN = rBar Z * (1 - andreevPhase e ^ 2) /
        (1 - reflection Z * andreevPhase e ^ 2) := by
  obtain ⟨h1, h2, h3, h4, h5, h6⟩ := h
  obtain ⟨hT, hR, hX⟩ := barrier_unitary Z
  have hRT : (reflection Z : ℂ) + transmission Z = 1 := by simp [reflection]
  have hD := round_trip_ne_zero Z he
  unfold andreevAmplitude
  generalize andreevPhase e = a at *
  -- one round trip: electron, hole, barrier, hole, electron
  have hem : em = a ^ 2 * conj (rBar Z) * ep := by
    linear_combination h4 + a * h2 + a * conj (rBar Z) * h3
  have hep : ep * (1 - reflection Z * a ^ 2) = tBar Z := by
    linear_combination h1 + rBar Z * hem + a ^ 2 * ep * hR
  constructor
  · rw [eq_div_iff hD]
    linear_combination (1 - reflection Z * a ^ 2) * h6
      + conj (tBar Z) * (1 - reflection Z * a ^ 2) * h3 + conj (tBar Z) * a * hep + a * hT
  · rw [eq_div_iff hD]
    linear_combination (1 - reflection Z * a ^ 2) * h5
      + tBar Z * (1 - reflection Z * a ^ 2) * hem + tBar Z * a ^ 2 * conj (rBar Z) * hep
      + a ^ 2 * tBar Z * hX - a ^ 2 * rBar Z * hT - a ^ 2 * rBar Z * hRT
```

Taking the squared modulus of \(r_A\) and using \(|1-Ra^2|^2=T^2D\) gives \(|r_A|^2=1/D\).

```lean
/-- Closed form of the Andreev probability below the gap. -/
theorem andreev_probability (Z : ℝ) {e : ℝ} (he : |e| ≤ 1) :
    ‖andreevAmplitude Z e‖ ^ 2 = 1 / btkDen Z e := by
  have hD := pow_ne_zero 2 (norm_ne_zero_iff.2 (round_trip_ne_zero Z he))
  unfold andreevAmplitude
  rw [norm_div, div_pow, div_eq_div_iff hD (btkDen_pos Z he).ne', one_mul]
  exact btk_identity Z he
```

## The Andreev probability and conservation of probability

For every real \(Z\), every real \(e\) with \(|e|\le1\), and any six amplitudes satisfying the matching equations, `btk_subgap` states that

\[ |r_A|^2=\frac1{e^2+(1-e^2)(1+2Z^2)^2},\qquad |r_N|^2+|r_A|^2=1. \]

The sum follows from the round-trip modulus at \(\rho=1\), which is \(|1-a^2|^2=4(1-e^2)\):

\[ |r_N|^2+|r_A|^2=\frac{4R(1-e^2)+T^2}{|1-Ra^2|^2}=1. \]

Conservation of probability is thus derived from the matching equations. The number of electrons is not conserved in the lead: each incident electron that returns as a hole adds a pair to the condensate. The theorem covers one channel with a sharp interface and no inelastic scattering.

The condition \(|e|\le1\) is needed. Take \(Z=0\) and \(e=2\): the formula would give \(1/(4-3)=1\). Above the gap the physical factor is \(a=e-\sqrt{e^2-1}=2-\sqrt3\), and the Andreev probability is \((2-\sqrt3)^2\approx0.072\), because most electrons enter the superconductor as quasiparticles. The definition in the file does not describe that regime either: Lean's real square root of a negative number is zero, which would make \(a=2\) and the "probability" \(4\).

```lean
/-- **BTK subgap formula.** Every scattering state below the gap has the BTK Andreev
probability, and its normal and Andreev reflection probabilities add up to one. -/
theorem btk_subgap {Z e : ℝ} (he : |e| ≤ 1) {ep em hp hm rN rA : ℂ}
    (h : IsScatteringState Z e ep em hp hm rN rA) :
    ‖rA‖ ^ 2 = 1 / (e ^ 2 + (1 - e ^ 2) * (1 + 2 * Z ^ 2) ^ 2) ∧
      ‖rN‖ ^ 2 + ‖rA‖ ^ 2 = 1 := by
  obtain ⟨hA, hN⟩ := outgoing_amplitudes he h
  refine ⟨by rw [hA]; exact andreev_probability Z he, ?_⟩
  have hD := pow_ne_zero 2 (norm_ne_zero_iff.2 (round_trip_ne_zero Z he))
  have hr : ‖rBar Z‖ ^ 2 = reflection Z := by
    have h2 := (barrier_unitary Z).2.1
    rw [Complex.mul_conj] at h2
    rw [Complex.sq_norm]
    exact_mod_cast h2
  have h1 := norm_round_trip he 1
  rw [Complex.ofReal_one, one_mul] at h1
  rw [hA, hN, andreevAmplitude, norm_div, norm_div, div_pow, div_pow, ← add_div,
    div_eq_one_iff_eq hD, norm_mul, mul_pow, hr, h1, norm_scaled_phase he, norm_round_trip he]
  unfold reflection
  ring
```

## When Andreev reflection is certain

The probability is one exactly when \(D=1\), that is, when

\[ (1-e^2)Z^2(1+Z^2)=0. \]

The last factor is positive, so either \(Z=0\) or \(|e|=1\). In particular the probability is one at \(e=1\), however strong the barrier. The Lean proof splits the same product into its factors; the converse is substitution.

```lean
/-- Below or at the gap edge, Andreev reflection is certain exactly when the barrier is absent
or the energy lies at the gap edge. -/
theorem perfect_andreev_iff (Z : ℝ) {e : ℝ} (he : |e| ≤ 1) :
    ‖andreevAmplitude Z e‖ ^ 2 = 1 ↔ Z = 0 ∨ |e| = 1 := by
  rw [andreev_probability Z he, div_eq_one_iff_eq (btkDen_pos Z he).ne']
  unfold btkDen
  constructor
  · intro h
    have h0 : (1 - e ^ 2) * (Z ^ 2 * (1 + Z ^ 2)) = 0 := by linear_combination (-1 / 4) * h
    rcases mul_eq_zero.1 h0 with h1 | h1
    · right
      have h2 : (|e| - 1) * (|e| + 1) = 0 := by linear_combination sq_abs e - h1
      rcases mul_eq_zero.1 h2 with h3 | h3 <;> linarith [abs_nonneg e]
    · left
      have hp : (1 + Z ^ 2) ≠ 0 := by positivity
      exact pow_eq_zero_iff (two_ne_zero) |>.1 ((mul_eq_zero.1 h1).resolve_right hp)
  · rintro (h | h)
    · rw [h]
      ring
    · have h2 : e ^ 2 = 1 := by rw [← sq_abs, h, one_pow]
      linear_combination ((1 + 2 * Z ^ 2) ^ 2 - 1) * h2
```

## A scattering state at every subgap energy

A statement about every scattering state would be empty if there were none. Choose \(p=t/(1-Ra^2)\) for \(e_p\) and set

\[ h_m=ap,\qquad h_p=\bar r a p,\qquad e_m=a^2\bar r p, \]

with \(r_N\) and \(r_A\) read off from their equations. Five of the six equations then hold by definition, which is what the `rfl` entries say. The remaining one is \(p=t+Ra^2p\), which is the choice of \(p\) with its denominator cleared.

```lean
/-- An explicit scattering state for every barrier strength and every subgap energy. -/
theorem isScatteringState_witness (Z : ℝ) {e : ℝ} (he : |e| ≤ 1) (p : ℂ)
    (hp : p = tBar Z / (1 - reflection Z * andreevPhase e ^ 2)) :
    IsScatteringState Z e p (andreevPhase e * (conj (rBar Z) * (andreevPhase e * p)))
      (conj (rBar Z) * (andreevPhase e * p)) (andreevPhase e * p)
      (rBar Z + tBar Z * (andreevPhase e * (conj (rBar Z) * (andreevPhase e * p))))
      (conj (tBar Z) * (andreevPhase e * p)) := by
  refine ⟨?_, rfl, rfl, rfl, rfl, rfl⟩
  have h := (eq_div_iff (round_trip_ne_zero Z he)).1 hp
  linear_combination h - andreevPhase e ^ 2 * p * (barrier_unitary Z).2.1

end

end BTKSubgap
```

```lean
#print axioms BTKSubgap.btk_subgap
#print axioms BTKSubgap.perfect_andreev_iff
```

```
'BTKSubgap.btk_subgap' depends on axioms: [propext, Classical.choice, Quot.sound]
'BTKSubgap.perfect_andreev_iff' depends on axioms: [propext, Classical.choice, Quot.sound]
```

## Use in a conductance calculation

For a single spin-degenerate channel at zero temperature, with non-interacting quasiparticles and carrier charge \(q\), the differential conductance at voltage \(V\) follows from the amplitudes at \(e=qV/\Delta\), where \(\Delta\) is the gap and \(h\) is Planck's constant:

\[ G=\frac{2q^2}{h}\bigl(1-|r_N|^2+|r_A|^2\bigr), \]

which below the gap reduces to \((4q^2/h)\,|r_A|^2\). At \(e=0\) this is \((4q^2/h)\,T^2/(2-T)^2\). For \(|e|\le1\), a program that solves the matching equations numerically can compare its \(|r_A|^2\) with \(1/D\) and monitor \(|r_N|^2+|r_A|^2-1\) as a residual. For \(|e|>1\) neither check applies, and the factor becomes \(a=e\mp\sqrt{e^2-1}\), with the upper sign for \(e>1\) and the lower for \(e<-1\), so that \(|a|<1\).
